# A nonzero slope at the nucleus gives an s orbital with a smooth, decaying radial function a p⁻⁴ momentum tail that finite Gaussian sums lack

Let f(r) be a real radial orbital with four derivatives on r ≥ 0, subject to the decay and integrability conditions stated below. Its momentum amplitude

F(p) = (1/p) ∫₀^∞ r f(r) sin(pr) dr

satisfies

p⁴F(p) → −2f′(0) as p → ∞.

For f(r) = exp(−Zr) with Z > 0 the limit is 2Z. If f′(0) ≠ 0, then G(p)/F(p) → 0 for every finite sum G(p) = Σᵢ cᵢ exp(−aᵢp²) with all aᵢ > 0.

The momentum p is in atomic units. The unitary three-dimensional Fourier transform of f is √(2/π) F(p), so the normalised 1s orbital √(Z³/π) exp(−Zr) has the tail (2√2/π) Z^(5/2)/p⁴.

The result concerns the momentum amplitude of a single spherically symmetric orbital, compared with a fixed finite Gaussian sum. It bears on the high-momentum end of Compton profiles computed in Gaussian bases: in the impulse approximation, such an orbital contributes to the profile at momentum q a constant times the integral of p|F(p)|² over p > |q|. The profiles themselves are not treated here. An s-type Gaussian exp(−αr²) in position space has an amplitude proportional to exp(−p²/(4α)); this familiar integral links such bases to G, but the Lean development starts from G directly in momentum space.

## The tail from integration by parts

Write g(r) = r f(r). Its derivatives are

g′ = f + r f′
g″ = 2f′ + r f″
g‴ = 3f″ + r f‴
g⁗ = 4f‴ + r f⁗.

Four integrations by parts of g(r) sin(pr) can be collected in one function,

Ψ(r) = −p³ g cos(pr) + p² g′ sin(pr) + p g″ cos(pr) − g‴ sin(pr).

The derivatives of its four terms are, in order,

−p³ g′ cos(pr) + p⁴ g sin(pr)
p² g″ sin(pr) + p³ g′ cos(pr)
p g‴ cos(pr) − p² g″ sin(pr)
−g⁗ sin(pr) − p g‴ cos(pr).

The intermediate terms cancel in the sum, leaving

Ψ′(r) = p⁴ g sin(pr) − g⁗ sin(pr).

At the origin g(0) = 0, the sines vanish and g″(0) = 2f′(0), so Ψ(0) = 2p f′(0). At infinity, assume that r f, r f′, r f″ and r f‴ tend to zero. Dividing by r shows that f, f′, f″ and f‴ do too, so g, g′, g″ and g‴ vanish there, and Ψ with them. Integrating Ψ′ from 0 to ∞ gives

p⁴ ∫₀^∞ g sin(pr) dr − ∫₀^∞ g⁗ sin(pr) dr = −2p f′(0).

Division by p ≠ 0 yields the exact identity

p⁴F(p) = −2f′(0) + (1/p) ∫₀^∞ (4f‴ + r f⁗) sin(pr) dr.

Since |sin(pr)| ≤ 1, the last integral is at most M = ∫₀^∞ |4f‴ + r f⁗| dr in absolute value. For p > 0 the remainder is therefore at most M/p, which tends to zero. For exp(−Zr) the slope is f′(0) = −Z, and the limit is 2Z.

## Gaussians against the power law

For p ≥ 1 we have p² ≥ p, so for a > 0 and any natural number n

0 ≤ pⁿ exp(−ap²) ≤ pⁿ exp(−ap) → 0.

Multiplying by coefficients and adding finitely many terms gives pⁿG(p) → 0. With n = 4 and f′(0) ≠ 0,

G(p)/F(p) = p⁴G(p) / (p⁴F(p)) → 0/(−2f′(0)) = 0.

Without any condition on the slope, the same two limits give

p⁴|F(p) − G(p)| → 2|f′(0)|.

The weighted error thus eventually exceeds any number below 2|f′(0)|. The unweighted error still tends to zero, and the momentum at which the bound sets in may depend on G.

## Orbitals and Gaussian sums in Lean

```lean
import Mathlib

open Filter Topology MeasureTheory Set

namespace ComptonCuspTail

noncomputable section
```

The amplitude F is `radialTransform`, with `Ioi 0` as the half-line r > 0. No normalisation of the orbital is imposed.

```lean
/-- The momentum amplitude `(1/p) ∫ r f(r) sin(pr) dr` over `r > 0` of a radial function `f`,
for `p ≠ 0`. -/
def radialTransform (f : ℝ → ℝ) (p : ℝ) : ℝ :=
  (1 / p) * ∫ r in Ioi (0 : ℝ), r * f r * Real.sin (p * r)
```

An orbital is represented by a family `f : ℕ → ℝ → ℝ`. Here `f 0` is the orbital itself, `f 1` is f′, and so on up to `f 4`, which is f⁗.

```lean
/-- A radial orbital `f 0` with successive derivatives `f 1, ..., f 4` on `r ≥ 0`, which decay
and are integrable as listed. -/
structure SmoothOrbital (f : ℕ → ℝ → ℝ) : Prop where
  deriv : ∀ k < 4, ∀ r, 0 ≤ r → HasDerivAt (f k) (f (k + 1) r) r
  decay : ∀ k < 4, Tendsto (fun r => r * f k r) atTop (𝓝 0)
  int0 : IntegrableOn (fun r => r * f 0 r) (Ioi 0)
  int3 : IntegrableOn (f 3) (Ioi 0)
  int4 : IntegrableOn (fun r => r * f 4 r) (Ioi 0)
```

The field `deriv` links consecutive members of the family, and `decay` removes the boundary terms at infinity. The three integrability fields cover r f, f‴ and r f⁗. Physically, these conditions describe a localised orbital whose radial function is regular up to the nucleus.

`HasDerivAt` is a two-sided derivative, so at r = 0 it also involves values at small negative r. These serve only as a smooth continuation of the radial function. They do not remove the cusp in three dimensions, where r is the distance from the nucleus and a nonzero slope makes a kink.

The exponential orbital comes with its derivatives, of which the kth is (−Z)ᵏ exp(−Zr).

```lean
/-- The exponential orbital `exp(-Zr)` and its derivatives of order `k`. -/
def slater (Z : ℝ) (k : ℕ) (r : ℝ) : ℝ := (-Z) ^ k * Real.exp (-Z * r)
```

The Gaussian sum runs over a finite index set `s`. Its coefficients may have either sign, and the set may be empty. The definition does not require the exponents `a i` to be positive; every theorem below about such a sum assumes it.

```lean
/-- A finite sum of Gaussians `c i * exp(-a i * p^2)` in the momentum `p`. -/
def gaussianSum {ι : Type*} (s : Finset ι) (c a : ι → ℝ) (p : ℝ) : ℝ :=
  ∑ i ∈ s, c i * Real.exp (-a i * p ^ 2)
```

## Bounds for the oscillating factors

The first lemma says that a function tending to zero still does so after multiplication by a bounded one. It serves both the boundary terms and the 1/p remainder.

```lean
private theorem tendsto_mul_bounded {h b : ℝ → ℝ} {C : ℝ} (hh : Tendsto h atTop (𝓝 0))
    (hb : ∀ r, |b r| ≤ C) : Tendsto (fun r => h r * b r) atTop (𝓝 0) := by
  have h1 : Tendsto (fun r => ‖h r‖ * C) atTop (𝓝 0) := by
    have h2 := hh.norm.mul_const C
    rwa [norm_zero, zero_mul] at h2
  refine squeeze_zero_norm (fun r => ?_) h1
  rw [norm_mul]
  exact mul_le_mul_of_nonneg_left (hb r) (norm_nonneg _)
```

The next two use |sin| ≤ 1: a sine factor does not increase the absolute value, and it preserves integrability.

```lean
private theorem norm_mul_sin_le (x y : ℝ) : ‖x * Real.sin y‖ ≤ ‖x‖ := by
  rw [norm_mul]
  exact mul_le_of_le_one_right (norm_nonneg _) (Real.abs_sin_le_one y)

private theorem integrable_mul_sin {u : ℝ → ℝ} (p : ℝ)
    (hu : Integrable u (volume.restrict (Ioi 0))) :
    Integrable (fun r => u r * Real.sin (p * r)) (volume.restrict (Ioi 0)) := by
  have hs : Continuous fun r : ℝ => Real.sin (p * r) := by fun_prop
  exact Integrable.mono' hu.norm (hu.aestronglyMeasurable.mul hs.aestronglyMeasurable)
    (ae_of_all _ fun r => norm_mul_sin_le _ _)
```

The integrand g⁗ = 4f‴ + r f⁗ is integrable because both its parts are.

```lean
private theorem integrable_fourth {f : ℕ → ℝ → ℝ} (hf : SmoothOrbital f) :
    Integrable (fun r => 4 * f 3 r + r * f 4 r) (volume.restrict (Ioi 0)) :=
  (Integrable.const_mul hf.int3 4).add hf.int4
```

## The exact identity and its limit

`transform_expansion` is the identity for p⁴F(p), valid for every nonzero p. In its proof, `dPsi` differentiates Ψ, with `ring` confirming the cancellation. The statement `hd` derives the decay of f to f‴ from that of r f to r f‴, `comb` treats g′, g″ and g‴, and `tPsi` concludes that Ψ vanishes at infinity. The fundamental theorem of calculus on the half-line then gives `key`, and `linear_combination` carries out the division by p.

Working with Ψ as a whole means that only the integrals of g sin(pr) and g⁗ sin(pr) need to converge absolutely; no integrability is required of g′, g″ or g‴.

```lean
/-- For `p ≠ 0`, `p^4` times the momentum amplitude is `-2 f'(0)` plus `1/p` times the sine
integral of the fourth derivative of `r f(r)`. -/
theorem transform_expansion {f : ℕ → ℝ → ℝ} (hf : SmoothOrbital f) {p : ℝ} (hp : p ≠ 0) :
    p ^ 4 * radialTransform (f 0) p = -2 * f 1 0 +
      (1 / p) * ∫ r in Ioi (0 : ℝ), (4 * f 3 r + r * f 4 r) * Real.sin (p * r) := by
  -- one antiderivative collects all four integrations by parts
  have dPsi : ∀ r ∈ Ici (0 : ℝ), HasDerivAt (fun r => -p ^ 3 * (r * f 0 r * Real.cos (p * r))
      + p ^ 2 * ((1 * f 0 r + r * f 1 r) * Real.sin (p * r))
      + p * ((2 * f 1 r + r * f 2 r) * Real.cos (p * r))
      - (3 * f 2 r + r * f 3 r) * Real.sin (p * r))
      (p ^ 4 * (r * f 0 r * Real.sin (p * r))
        - (4 * f 3 r + r * f 4 r) * Real.sin (p * r)) r := by
    intro r hr
    have d0 : HasDerivAt (f 0) (f 1 r) r := hf.deriv 0 (by norm_num) r hr
    have d1 : HasDerivAt (f 1) (f 2 r) r := hf.deriv 1 (by norm_num) r hr
    have d2 : HasDerivAt (f 2) (f 3 r) r := hf.deriv 2 (by norm_num) r hr
    have d3 : HasDerivAt (f 3) (f 4 r) r := hf.deriv 3 (by norm_num) r hr
    have hx := hasDerivAt_id' r
    have hs := (hx.const_mul p).sin
    have hc := (hx.const_mul p).cos
    have g0 := hx.fun_mul d0
    have g1 := (d0.const_mul 1).fun_add (hx.fun_mul d1)
    have g2 := (d1.const_mul 2).fun_add (hx.fun_mul d2)
    have g3 := (d2.const_mul 3).fun_add (hx.fun_mul d3)
    exact (((((g0.fun_mul hc).const_mul (-p ^ 3)).fun_add
      ((g1.fun_mul hs).const_mul (p ^ 2))).fun_add
      ((g2.fun_mul hc).const_mul p)).fun_sub (g3.fun_mul hs)).congr_deriv (by ring)
  -- the boundary terms at infinity vanish
  have hd : ∀ k < 4, Tendsto (f k) atTop (𝓝 0) := by
    intro k hk
    have h := (hf.decay k hk).mul tendsto_inv_atTop_zero
    rw [mul_zero] at h
    refine h.congr' ?_
    filter_upwards [eventually_gt_atTop (0 : ℝ)] with r hr
    have hr' : r ≠ 0 := hr.ne'
    field_simp
  have comb : ∀ (c : ℝ) (k : ℕ), k < 3 →
      Tendsto (fun r => c * f k r + r * f (k + 1) r) atTop (𝓝 0) := by
    intro c k hk
    have h := ((hd k (by omega)).const_mul c).add (hf.decay (k + 1) (by omega))
    rwa [mul_zero, add_zero] at h
  have bs : ∀ r : ℝ, |Real.sin (p * r)| ≤ 1 := fun r => Real.abs_sin_le_one _
  have bc : ∀ r : ℝ, |Real.cos (p * r)| ≤ 1 := fun r => Real.abs_cos_le_one _
  have tPsi := ((((tendsto_mul_bounded (hf.decay 0 (by norm_num)) bc).const_mul (-p ^ 3)).add
    ((tendsto_mul_bounded (comb 1 0 (by norm_num)) bs).const_mul (p ^ 2))).add
    ((tendsto_mul_bounded (comb 2 1 (by norm_num)) bc).const_mul p)).sub
    (tendsto_mul_bounded (comb 3 2 (by norm_num)) bs)
  simp only [mul_zero, add_zero, sub_zero] at tPsi
  have i0 := (integrable_mul_sin p hf.int0).const_mul (p ^ 4)
  have i4 := integrable_mul_sin p (integrable_fourth hf)
  have key : ∫ r in Ioi (0 : ℝ), (p ^ 4 * (r * f 0 r * Real.sin (p * r))
      - (4 * f 3 r + r * f 4 r) * Real.sin (p * r)) = -(p * (2 * f 1 0)) :=
    (integral_Ioi_of_hasDerivAt_of_tendsto' dPsi (i0.sub i4) tPsi).trans (by simp)
  rw [integral_sub i0 i4, integral_const_mul] at key
  have hpp : 1 / p * p = 1 := one_div_mul_cancel hp
  unfold radialTransform
  linear_combination (1 / p) * key - 2 * f 1 0 * hpp
```

`cusp_tail` states the limit −2f′(0). The bound M on the remaining integral does not depend on p, so `hrem` obtains a vanishing remainder from 1/p → 0.

```lean
/-- The slope of the orbital at the nucleus fixes the coefficient of `p^(-4)` in the momentum tail:
`p^4 F(p)` tends to `-2 f'(0)`. -/
theorem cusp_tail {f : ℕ → ℝ → ℝ} (hf : SmoothOrbital f) :
    Tendsto (fun p => p ^ 4 * radialTransform (f 0) p) atTop (𝓝 (-2 * f 1 0)) := by
  have hinv : Tendsto (fun p : ℝ => 1 / p) atTop (𝓝 0) := by
    simpa only [one_div] using (tendsto_inv_atTop_zero (𝕜 := ℝ))
  -- the remaining integral is bounded uniformly in p
  have hrem := tendsto_mul_bounded hinv (fun p =>
    norm_integral_le_of_norm_le (integrable_fourth hf).norm
      (ae_of_all _ fun r => norm_mul_sin_le (4 * f 3 r + r * f 4 r) (p * r)))
  have h := hrem.const_add (-2 * f 1 0)
  rw [add_zero] at h
  refine h.congr' ?_
  filter_upwards [eventually_gt_atTop (0 : ℝ)] with p hp
  exact (transform_expansion hf hp.ne').symm
```

## The exponential orbital

The comparison function pⁿ exp(−ap) tends to zero by a rescaling of the known limit for xⁿ exp(−x), with x = ap.

```lean
private theorem pow_mul_exp_tendsto (n : ℕ) {a : ℝ} (ha : 0 < a) :
    Tendsto (fun p : ℝ => p ^ n * Real.exp (-a * p)) atTop (𝓝 0) := by
  have h := ((Real.tendsto_pow_mul_exp_neg_atTop_nhds_zero n).comp
    (tendsto_id.const_mul_atTop ha)).const_mul ((a ^ n)⁻¹)
  rw [mul_zero] at h
  refine h.congr fun p => ?_
  change (a ^ n)⁻¹ * ((a * p) ^ n * Real.exp (-(a * p))) = _
  rw [mul_pow, neg_mul, ← mul_assoc, ← mul_assoc, inv_mul_cancel₀ (pow_ne_zero n ha.ne'),
    one_mul]
```

With n = 1 this supplies the decay condition for exp(−Zr). The integrability conditions reduce to those of exp(−Zr) and r exp(−Zr), so the exponential orbital is a `SmoothOrbital` for every Z > 0.

```lean
/-- The exponential orbital `exp(-Zr)` with `Z > 0` meets all conditions of a smooth orbital. -/
theorem smoothOrbital_witness {Z : ℝ} (hZ : 0 < Z) : SmoothOrbital (slater Z) := by
  have h0 : IntegrableOn (fun r : ℝ => Real.exp (-Z * r)) (Ioi 0) := by
    have h := integrableOn_rpow_mul_exp_neg_mul_rpow (p := 1) (s := 0) (b := Z)
      (by norm_num) (by norm_num) hZ
    simpa only [Real.rpow_one, Real.rpow_zero, one_mul] using h
  have h1 : IntegrableOn (fun r : ℝ => r * Real.exp (-Z * r)) (Ioi 0) := by
    have h := integrableOn_rpow_mul_exp_neg_mul_rpow (p := 1) (s := 1) (b := Z)
      (by norm_num) (by norm_num) hZ
    simpa only [Real.rpow_one] using h
  have hk : ∀ k, IntegrableOn (fun r => r * slater Z k r) (Ioi 0) := by
    intro k
    have e : (fun r => r * slater Z k r) = fun r => (-Z) ^ k * (r * Real.exp (-Z * r)) := by
      funext r
      unfold slater
      ring
    rw [e]
    exact Integrable.const_mul h1 _
  refine ⟨fun k _ r _ => ?_, fun k _ => ?_, hk 0, Integrable.const_mul h0 _, hk 4⟩
  · exact (((hasDerivAt_id' r).const_mul (-Z)).exp.const_mul ((-Z) ^ k)).congr_deriv
      (by unfold slater; ring)
  · have h := (pow_mul_exp_tendsto 1 hZ).const_mul ((-Z) ^ k)
    rw [mul_zero] at h
    exact h.congr fun r => by unfold slater; ring
```

Substituting the slope −Z into `cusp_tail` gives the limit 2Z.

```lean
/-- For the orbital `exp(-Zr)` with `Z > 0`, `p^4 F(p)` tends to `2Z`. -/
theorem exponential_tail {Z : ℝ} (hZ : 0 < Z) :
    Tendsto (fun p => p ^ 4 * radialTransform (fun r => Real.exp (-Z * r)) p)
      atTop (𝓝 (2 * Z)) := by
  have h := cusp_tail (smoothOrbital_witness hZ)
  have e : slater Z 0 = fun r => Real.exp (-Z * r) := by
    funext r
    simp [slater]
  have e1 : -2 * slater Z 1 0 = 2 * Z := by simp [slater]
  rwa [e, e1] at h
```

## The lost tail

`gaussian_tail` holds for every power n. The inequality `hq` expresses a(p² − p) ≥ 0 for p ≥ 1, which places each Gaussian below an exponential; `tendsto_finsetSum` then adds the finitely many limits.

```lean
/-- A finite Gaussian sum with positive exponents decays faster than every power of the
momentum. -/
theorem gaussian_tail {ι : Type*} (s : Finset ι) (c a : ι → ℝ) (ha : ∀ i ∈ s, 0 < a i)
    (n : ℕ) : Tendsto (fun p => p ^ n * gaussianSum s c a p) atTop (𝓝 0) := by
  have h : ∀ i ∈ s, Tendsto (fun p : ℝ => c i * (p ^ n * Real.exp (-a i * p ^ 2)))
      atTop (𝓝 0) := by
    intro i hi
    have h1 : Tendsto (fun p : ℝ => p ^ n * Real.exp (-a i * p ^ 2)) atTop (𝓝 0) := by
      refine squeeze_zero' ?_ ?_ (pow_mul_exp_tendsto n (ha i hi))
      · filter_upwards [eventually_ge_atTop (1 : ℝ)] with p hp
        positivity
      · -- beyond p = 1 the Gaussian lies below an exponential
        filter_upwards [eventually_ge_atTop (1 : ℝ)] with p hp
        have hq : 0 ≤ a i * (p * (p - 1)) :=
          mul_nonneg (ha i hi).le (mul_nonneg (by linarith) (by linarith))
        exact mul_le_mul_of_nonneg_left (Real.exp_le_exp.mpr (by nlinarith)) (by positivity)
    simpa only [mul_zero] using h1.const_mul (c i)
  have hsum := tendsto_finsetSum s h
  rw [Finset.sum_const_zero] at hsum
  refine hsum.congr fun p => ?_
  rw [gaussianSum, Finset.mul_sum]
  exact Finset.sum_congr rfl fun i _ => by ring
```

In `cusp_tail_lost` the hypothesis `hcusp` says that f′(0) ≠ 0. It stands for the cusp produced by the Coulomb attraction of a point nucleus, as in the hydrogenic 1s orbital, where f′(0) = −Z f(0). Here the nonzero slope is assumed, not derived from a Schrödinger equation. The proof divides the two limits and cancels p⁴ for p > 0.

```lean
/-- If the orbital has nonzero slope at the nucleus, the ratio of any finite Gaussian sum to its
momentum amplitude tends to zero at large momentum. -/
theorem cusp_tail_lost {ι : Type*} {f : ℕ → ℝ → ℝ} (hf : SmoothOrbital f) (hcusp : f 1 0 ≠ 0)
    (s : Finset ι) (c a : ι → ℝ) (ha : ∀ i ∈ s, 0 < a i) :
    Tendsto (fun p => gaussianSum s c a p / radialTransform (f 0) p) atTop (𝓝 0) := by
  have h := (gaussian_tail s c a ha 4).div (cusp_tail hf)
    (mul_ne_zero (by norm_num) hcusp)
  rw [zero_div] at h
  refine h.congr' ?_
  filter_upwards [eventually_gt_atTop (0 : ℝ)] with p hp
  exact mul_div_mul_left _ _ (pow_ne_zero 4 hp.ne')
```

The last theorem puts the loss as a lower bound. In `weighted_error_floor`, the quantifier `∀ᶠ p in atTop` means "for all sufficiently large p". The orbital, the Gaussian sum and ε are fixed first, so the theorem gives no common threshold for a sequence of growing bases and does not limit the accuracy attainable on a bounded momentum range. Its proof subtracts the two limits, takes the absolute value, and uses that a quantity converging to 2|f′(0)| eventually lies above any smaller ε.

```lean
/-- For any finite Gaussian sum `G` and any `ε < 2|f'(0)|`, the weighted error `p^4 |F(p) - G(p)|`
exceeds `ε` at all sufficiently large momenta. -/
theorem weighted_error_floor {ι : Type*} {f : ℕ → ℝ → ℝ} (hf : SmoothOrbital f)
    (s : Finset ι) (c a : ι → ℝ) (ha : ∀ i ∈ s, 0 < a i) {ε : ℝ} (hε : ε < 2 * |f 1 0|) :
    ∀ᶠ p in atTop, ε < p ^ 4 * |radialTransform (f 0) p - gaussianSum s c a p| := by
  have h := ((cusp_tail hf).sub (gaussian_tail s c a ha 4)).abs
  have e : |-2 * f 1 0 - 0| = 2 * |f 1 0| := by
    rw [sub_zero, abs_mul]
    norm_num
  rw [e] at h
  filter_upwards [h.eventually (lt_mem_nhds hε)] with p hp
  rwa [← mul_sub, abs_mul, abs_of_nonneg (by positivity : (0 : ℝ) ≤ p ^ 4)] at hp

end

end ComptonCuspTail
```

```lean
#print axioms ComptonCuspTail.exponential_tail
#print axioms ComptonCuspTail.cusp_tail_lost
#print axioms ComptonCuspTail.weighted_error_floor
```

```
'ComptonCuspTail.exponential_tail' depends on axioms: [propext, Classical.choice, Quot.sound]
'ComptonCuspTail.cusp_tail_lost' depends on axioms: [propext, Classical.choice, Quot.sound]
'ComptonCuspTail.weighted_error_floor' depends on axioms: [propext, Classical.choice, Quot.sound]
```
